# The dipole–dipole–quadrupole angular factor for three coplanar unit directions

Take three neutral, spherical atoms that are far enough apart not to overlap. Their dispersion energy is not only a sum over pairs: in third-order perturbation theory a fluctuation on one atom can act on the second, then on the third, and return to the first. If all three fluctuations are dipoles, this gives the triple-dipole energy. If one of them is a quadrupole, how does the energy depend on the shape of the triangle?

Go once around the triangle: let $u$ be the unit vector from the first dipole to the second, $v$ the one from the second dipole to the quadrupole, and $w$ the one from the quadrupole back to the first dipole. Write $a=u\cdot v$, $b=u\cdot w$ and $c=v\cdot w$. The displacements around a triangle add up to zero, so the three directions are linearly dependent. For such directions the angular factor is

$$27(5c^2-1)\,ab-81c+45c^3 .$$

For spherical atoms without overlap, this is, up to a constant, the factor through which the angles enter the dipole–dipole–quadrupole term in a multipole expansion of three-body dispersion. The theorems concern this angular factor alone. The powers of the distances, the integral over polarizabilities and the prefactor of the energy are not part of them.

## Directions and interaction tensors

```lean
import Mathlib

open Matrix

namespace DipoleDipoleQuadrupole

noncomputable section
```

The file loads Mathlib, the mathematical library of Lean, and opens a namespace for the names that follow.

```lean
/-- The Kronecker delta on Cartesian indices. -/
def δ (i j : Fin 3) : ℝ := if i = j then 1 else 0
```

`Fin 3` is the type of the three Cartesian indices, which Lean numbers 0, 1, 2. The definition is the usual $\delta_{ij}$, with real values.

```lean
/-- Angular part of the dipole-dipole interaction tensor along the direction `x`. -/
def T2 (x : Fin 3 → ℝ) (i j : Fin 3) : ℝ := 3 * x i * x j - δ i j
```

A vector is a function `Fin 3 → ℝ`, and `x i` is its component $x_i$. The definition reads

$$T^{(2)}_{ij}(x)=3x_ix_j-\delta_{ij}.$$

For a unit vector $x$ this is $r^3\,\partial_i\partial_j(1/r)$ in the direction $x$, with the distance $r$ scaled out.

```lean
/-- Angular part of the dipole-quadrupole interaction tensor along the direction `x`. -/
def T3 (x : Fin 3 → ℝ) (i j k : Fin 3) : ℝ :=
  15 * x i * x j * x k - 3 * (x i * δ j k + x j * δ i k + x k * δ i j)
```

In the same notation,

$$T^{(3)}_{ijk}(x)=15x_ix_jx_k-3(x_i\delta_{jk}+x_j\delta_{ik}+x_k\delta_{ij}),$$

which for a unit vector is $-r^4\,\partial_i\partial_j\partial_k(1/r)$. This tensor is odd in $x$, so reversing either $v$ or $w$ alone changes the sign of the final factor. Reversing $u$ changes nothing.

```lean
/-- The closed loop of three interaction tensors joining two dipoles (indices `i`, `j`)
and one quadrupole (index pair `k l`). -/
def ddqLoop (u v w : Fin 3 → ℝ) : ℝ :=
  ∑ i, ∑ j, ∑ k, ∑ l, T2 u i j * T3 v j k l * T3 w i k l
```

This is the quantity to be computed:

$$L(u,v,w)=\sum_{ijkl}T^{(2)}_{ij}(u)\,T^{(3)}_{jkl}(v)\,T^{(3)}_{ikl}(w).$$

The index $i$ belongs to one dipole, $j$ to the other, and the pair $kl$ to the quadrupole. Joining the tensors by plain sums stands for isotropic atoms, whose response does not prefer any direction. That idealisation is built into the definition.

## Summing over the quadrupole

```lean
/-- Summing over the quadrupole indices leaves an effective second-rank coupling between
the two dipoles, written in terms of the directions `v` and `w`. -/
theorem quadrupole_contraction {v w : Fin 3 → ℝ} (hv : v ⬝ᵥ v = 1) (hw : w ⬝ᵥ w = 1)
    (i j : Fin 3) :
    ∑ k, ∑ l, T3 v j k l * T3 w i k l =
      (225 * (v ⬝ᵥ w) ^ 2 - 27) * (v j * w i) - 90 * (v ⬝ᵥ w) * (v i * v j + w i * w j)
        + 18 * (v i * w j) + 18 * (v ⬝ᵥ w) * δ i j := by
  -- the same identity for vectors of any length
  have key : ∑ k, ∑ l, T3 v j k l * T3 w i k l =
      (225 * (v ⬝ᵥ w) ^ 2 - 45 * (v ⬝ᵥ v + w ⬝ᵥ w) + 63) * (v j * w i)
        - 90 * (v ⬝ᵥ w) * (v i * v j + w i * w j)
        + 18 * (v i * w j) + 18 * (v ⬝ᵥ w) * δ i j := by
    fin_cases i <;> fin_cases j <;>
      simp [T3, δ, dotProduct, Fin.sum_univ_three] <;> ring
  rw [key, hv, hw]
  ring
```

The symbol `⬝ᵥ` is the dot product, and the hypotheses `hv` and `hw` say that $v$ and $w$ have unit length. The theorem states, for every $i$ and $j$,

$$\sum_{kl}T^{(3)}_{jkl}(v)T^{(3)}_{ikl}(w)=(225c^2-27)v_jw_i-90c(v_iv_j+w_iw_j)+18v_iw_j+18c\,\delta_{ij}.$$

By hand, one multiplies out the two tensors.

- The product of the two cubic terms gives $225c^2\,v_jw_i$.
- The cubic term of $v$ with the delta terms of $w$ gives $-45v_jw_i-90c\,v_iv_j$.
- The cubic term of $w$ with the delta terms of $v$ gives $-45v_jw_i-90c\,w_iw_j$.
- The delta terms with each other give $9(7v_jw_i+2v_iw_j+2c\,\delta_{ij})$.

The coefficient of $v_jw_i$ is therefore $225c^2-90+63=225c^2-27$, and the other terms are as stated.

Lean first proves a version for vectors of any length, called `key`, in which the two contributions $-45$ carry the factors $v\cdot v$ and $w\cdot w$. The tactic `fin_cases` splits the claim into the nine choices of $i$ and $j$. In each of them `simp` writes out the sums and `ring` checks the resulting polynomial identity. The unit lengths are inserted at the end.

## Closing the loop without assuming a plane

```lean
/-- The dipole-dipole-quadrupole loop for arbitrary unit vectors, coplanar or not. -/
theorem ddqLoop_general {u v w : Fin 3 → ℝ}
    (hu : u ⬝ᵥ u = 1) (hv : v ⬝ᵥ v = 1) (hw : w ⬝ᵥ w = 1) :
    ddqLoop u v w =
      (675 * (v ⬝ᵥ w) ^ 2 - 27) * ((u ⬝ᵥ v) * (u ⬝ᵥ w))
        - 270 * (v ⬝ᵥ w) * ((u ⬝ᵥ v) ^ 2 + (u ⬝ᵥ w) ^ 2)
        + 189 * (v ⬝ᵥ w) - 225 * (v ⬝ᵥ w) ^ 3 := by
  have h : ddqLoop u v w =
      ∑ i, ∑ j, T2 u i j * (∑ k, ∑ l, T3 v j k l * T3 w i k l) := by
    simp only [ddqLoop, Finset.mul_sum, mul_assoc]
  -- contraction of the effective coupling with the dipole-dipole tensor
  have key : ∀ c : ℝ, ∑ i, ∑ j, T2 u i j *
      ((225 * c ^ 2 - 27) * (v j * w i) - 90 * c * (v i * v j + w i * w j)
        + 18 * (v i * w j) + 18 * c * δ i j) =
      3 * ((225 * c ^ 2 - 27) * ((u ⬝ᵥ v) * (u ⬝ᵥ w))
        - 90 * c * ((u ⬝ᵥ v) ^ 2 + (u ⬝ᵥ w) ^ 2)
        + 18 * ((u ⬝ᵥ v) * (u ⬝ᵥ w)) + 18 * c * (u ⬝ᵥ u))
      - ((225 * c ^ 2 - 27) * (v ⬝ᵥ w) - 90 * c * (v ⬝ᵥ v + w ⬝ᵥ w)
        + 18 * (v ⬝ᵥ w) + 54 * c) := by
    intro c
    simp [T2, δ, dotProduct, Fin.sum_univ_three]
    ring
  rw [h]
  simp only [quadrupole_contraction hv hw]
  rw [key, hu, hv, hw]
  ring
```

For any three unit vectors, coplanar or not,

$$L=(675c^2-27)ab-270c(a^2+b^2)+189c-225c^3.$$

Call the result of the previous theorem $M_{ij}$. Contracting it with $3u_iu_j-\delta_{ij}$ gives $3\sum_{ij}u_iM_{ij}u_j-\sum_iM_{ii}$. The two parts are

$$\sum_{ij}u_iM_{ij}u_j=(225c^2-27)ab-90c(a^2+b^2)+18ab+18c,$$

$$\sum_iM_{ii}=(225c^2-27)c-180c+18c+54c=225c^3-135c.$$

Three times the first minus the second is the stated formula: the terms in $ab$ combine as $-81+54=-27$, and those linear in $c$ as $54+135=189$.

The Lean proof follows the same route. The step `h` groups the fourfold sum so that the quadrupole sum stands inside. The step `key` is the contraction with $T^{(2)}$, with the number $c$ left free. Then `simp only` puts the previous theorem in place under the summation signs, and the unit lengths finish the calculation.

## Coplanarity as an equation

```lean
/-- Three unit vectors are linearly dependent exactly when their Gram determinant
vanishes. -/
theorem coplanar_iff_gram {u v w : Fin 3 → ℝ}
    (hu : u ⬝ᵥ u = 1) (hv : v ⬝ᵥ v = 1) (hw : w ⬝ᵥ w = 1) :
    ¬ LinearIndependent ℝ ![u, v, w] ↔
      1 + 2 * (u ⬝ᵥ v) * (u ⬝ᵥ w) * (v ⬝ᵥ w) =
        (u ⬝ᵥ v) ^ 2 + (u ⬝ᵥ w) ^ 2 + (v ⬝ᵥ w) ^ 2 := by
  -- the squared volume is the Gram determinant
  have hdet : (Matrix.of ![u, v, w]).det ^ 2 =
      (u ⬝ᵥ u) * (v ⬝ᵥ v) * (w ⬝ᵥ w) + 2 * (u ⬝ᵥ v) * (u ⬝ᵥ w) * (v ⬝ᵥ w)
        - (u ⬝ᵥ u) * (v ⬝ᵥ w) ^ 2 - (v ⬝ᵥ v) * (u ⬝ᵥ w) ^ 2
        - (w ⬝ᵥ w) * (u ⬝ᵥ v) ^ 2 := by
    simp [Matrix.det_fin_three, dotProduct, Fin.sum_univ_three]
    ring
  have hli : LinearIndependent ℝ ![u, v, w] ↔ (Matrix.of ![u, v, w]).det ≠ 0 := by
    rw [← isUnit_iff_ne_zero, ← Matrix.isUnit_iff_isUnit_det]
    exact Matrix.linearIndependent_rows_iff_isUnit (A := Matrix.of ![u, v, w])
  rw [hu, hv, hw] at hdet
  rw [hli, not_not, ← pow_eq_zero_iff (two_ne_zero), hdet]
  constructor <;> intro h <;> linarith
```

The expression `![u, v, w]` is the list of the three vectors, and `¬ LinearIndependent ℝ ![u, v, w]` says that they are linearly dependent over the reals, that is, that they lie in a common plane through the origin. Collinear directions are included. For unit vectors the theorem says that this is equivalent to

$$1+2abc=a^2+b^2+c^2.$$

By hand, let $A$ be the matrix with rows $u,v,w$. The entries of $AA^{\mathsf T}$ are the scalar products, so

$$(\det A)^2=\det\begin{pmatrix}1&a&b\\a&1&c\\b&c&1\end{pmatrix}=1+2abc-a^2-b^2-c^2.$$

The rows are dependent exactly when $\det A=0$, and a real number is zero exactly when its square is.

In the file, `hdet` is this Gram identity, checked by expanding both sides in components, and `hli` is the link between independent rows and a nonzero determinant. The remaining lines combine the two.

## The coplanar factor

```lean
/-- The value of the dipole-dipole-quadrupole loop for linearly dependent unit vectors, in terms of
their scalar products. -/
theorem ddqLoop_coplanar {u v w : Fin 3 → ℝ}
    (hu : u ⬝ᵥ u = 1) (hv : v ⬝ᵥ v = 1) (hw : w ⬝ᵥ w = 1)
    (hdep : ¬ LinearIndependent ℝ ![u, v, w]) :
    ddqLoop u v w =
      27 * (5 * (v ⬝ᵥ w) ^ 2 - 1) * (u ⬝ᵥ v) * (u ⬝ᵥ w)
        - 81 * (v ⬝ᵥ w) + 45 * (v ⬝ᵥ w) ^ 3 := by
  have hG := (coplanar_iff_gram hu hv hw).1 hdep
  linear_combination ddqLoop_general hu hv hw + 270 * (v ⬝ᵥ w) * hG
```

This is the main result. The hypotheses are three unit lengths and linear dependence, and the conclusion is

$$L=27(5c^2-1)ab-81c+45c^3.$$

By hand, coplanarity gives $a^2+b^2=1+2abc-c^2$. Inserted into the general formula, the middle term becomes

$$-270c(a^2+b^2)=-270c-540c^2ab+270c^3.$$

Collecting terms gives $(135c^2-27)ab-81c+45c^3$, as claimed.

The Lean proof does this substitution in a single line with `linear_combination`, the tactic on which the argument turns. To prove an equation $X=Y$ from known equations $P_n=Q_n$, the user supplies coefficients $e_n$, and the tactic checks that

$$X-Y-\sum_n e_n(P_n-Q_n)=0$$

holds as an identity of polynomials. It does not search for the coefficients; they come from the calculation by hand. Here the general formula enters with coefficient $1$ and the coplanarity equation `hG` with coefficient $270c$. This works because

$$L_{\text{general}}-L_{\text{coplanar}}=270c\,(1+2abc-a^2-b^2-c^2),$$

where the two names on the left stand for the right-hand sides of the two formulas.

```lean
/-- If the two directions meeting at the quadrupole are not orthogonal, the coplanar
formula holds only for linearly dependent unit vectors. -/
theorem coplanar_of_ddqLoop {u v w : Fin 3 → ℝ}
    (hu : u ⬝ᵥ u = 1) (hv : v ⬝ᵥ v = 1) (hw : w ⬝ᵥ w = 1) (hc : v ⬝ᵥ w ≠ 0)
    (h : ddqLoop u v w =
      27 * (5 * (v ⬝ᵥ w) ^ 2 - 1) * (u ⬝ᵥ v) * (u ⬝ᵥ w)
        - 81 * (v ⬝ᵥ w) + 45 * (v ⬝ᵥ w) ^ 3) :
    ¬ LinearIndependent ℝ ![u, v, w] := by
  rw [coplanar_iff_gram hu hv hw]
  -- the two formulas differ by a multiple of the Gram determinant
  apply mul_left_cancel₀ (mul_ne_zero (by norm_num : (270 : ℝ) ≠ 0) hc)
  linear_combination h - ddqLoop_general hu hv hw
```

The same difference gives a converse. Suppose that $c\neq0$ and that the coplanar formula gives the correct value of $L$. Then $270c$ times the Gram determinant is zero, and dividing by $270c$ shows that the directions are coplanar. In Lean, `mul_left_cancel₀` does the division, and `linear_combination` subtracts the general formula from the assumed one. If $c=0$, the difference vanishes for all unit vectors, and both formulas reduce to $-27ab$.

## The factor in terms of triangle angles

```lean
/-- For unit vectors taken in turn around a triangle with interior angles `α`, `β`, `γ` and the
quadrupole at `γ`, the loop is a trigonometric expression in these angles. -/
theorem ddqLoop_triangle {u v w : Fin 3 → ℝ} {α β γ : ℝ}
    (hu : u ⬝ᵥ u = 1) (hv : v ⬝ᵥ v = 1) (hw : w ⬝ᵥ w = 1)
    (hsum : α + β + γ = Real.pi) (ha : u ⬝ᵥ v = -Real.cos β)
    (hb : u ⬝ᵥ w = -Real.cos α) (hc : v ⬝ᵥ w = -Real.cos γ) :
    ddqLoop u v w = 9 / 8 * (9 * Real.cos γ - 25 * Real.cos (3 * γ)
      + 6 * Real.cos (α - β) * (3 + 5 * Real.cos (2 * γ))) := by
  have hC : Real.cos γ = Real.sin α * Real.sin β - Real.cos α * Real.cos β := by
    have hγ : γ = Real.pi - (α + β) := by linarith
    rw [hγ, Real.cos_pi_sub, Real.cos_add]
    ring
  -- the cosines of the angles of a triangle obey one relation
  have hG : Real.cos α ^ 2 + Real.cos β ^ 2 + Real.cos γ ^ 2
      + 2 * Real.cos α * Real.cos β * Real.cos γ = 1 := by
    rw [hC]
    linear_combination Real.sin β ^ 2 * Real.sin_sq_add_cos_sq α
      + (1 - Real.cos α ^ 2) * Real.sin_sq_add_cos_sq β
  have hD : Real.cos (α - β) = 2 * Real.cos α * Real.cos β + Real.cos γ := by
    rw [hC, Real.cos_sub]
    ring
  rw [ddqLoop_general hu hv hw, ha, hb, hc, hD, Real.cos_three_mul, Real.cos_two_mul]
  linear_combination 270 * Real.cos γ * hG
```

Now let the directions run around the triangle: $u$ from dipole $i$ to dipole $j$, $v$ from dipole $j$ to the quadrupole, and $w$ from the quadrupole back to dipole $i$. Let $\alpha$, $\beta$ and $\gamma$ be the interior angles at dipole $i$, at dipole $j$ and at the quadrupole. At each corner one vector arrives and the next one leaves, which produces the minus signs in $a=-\cos\beta$, $b=-\cos\alpha$ and $c=-\cos\gamma$. The theorem takes these three relations and $\alpha+\beta+\gamma=\pi$ as hypotheses, and concludes

$$L=\tfrac98\bigl[9\cos\gamma-25\cos3\gamma+6\cos(\alpha-\beta)(3+5\cos2\gamma)\bigr].$$

The factor $9/8$ in front of the bracket depends on the normalisation of the tensors.

By hand, the sum of the angles gives $\cos\gamma=\sin\alpha\sin\beta-\cos\alpha\cos\beta$. Moving the last product to the left and squaring yields

$$\cos^2\alpha+\cos^2\beta+\cos^2\gamma+2\cos\alpha\cos\beta\cos\gamma=1,$$

which is the coplanarity equation in terms of angles. The coplanar formula therefore applies. With $p=\cos\alpha\cos\beta$ and $q=\cos\gamma$ it reads

$$L=27(5q^2-1)p+81q-45q^3.$$

On the other side, $\cos(\alpha-\beta)=2p+q$, $\cos3\gamma=4q^3-3q$ and $\cos2\gamma=2q^2-1$. The bracket becomes

$$84q-100q^3+6(2p+q)(10q^2-2)=72q-40q^3+24(5q^2-1)p,$$

and $9/8$ of this is $L$.

In the file, `hC` is the relation from the sum of the angles, `hG` the relation among the cosines, and `hD` the formula for $\cos(\alpha-\beta)$. The proof starts from the general formula and uses `hG` to remove the difference, so linear dependence is not needed as a separate hypothesis.

```lean
/-- For unit vectors taken in turn around an equilateral triangle the loop equals
`585/16`. -/
theorem ddqLoop_equilateral {u v w : Fin 3 → ℝ}
    (hu : u ⬝ᵥ u = 1) (hv : v ⬝ᵥ v = 1) (hw : w ⬝ᵥ w = 1)
    (ha : u ⬝ᵥ v = -1 / 2) (hb : u ⬝ᵥ w = -1 / 2) (hc : v ⬝ᵥ w = -1 / 2) :
    ddqLoop u v w = 585 / 16 := by
  rw [ddqLoop_general hu hv hw, ha, hb, hc]
  norm_num

end

end DipoleDipoleQuadrupole
```

For an equilateral triangle all three scalar products are $-\tfrac12$, and the coplanar formula gives

$$L=\frac{27}{16}+\frac{81}{2}-\frac{45}{8}=\frac{585}{16}.$$

Lean inserts the same values into the general formula and leaves the arithmetic to `norm_num`.

```lean
#print axioms DipoleDipoleQuadrupole.ddqLoop_coplanar
-- 'DipoleDipoleQuadrupole.ddqLoop_coplanar' depends on axioms: [propext, Classical.choice, Quot.sound]
#print axioms DipoleDipoleQuadrupole.coplanar_of_ddqLoop
-- 'DipoleDipoleQuadrupole.coplanar_of_ddqLoop' depends on axioms: [propext, Classical.choice, Quot.sound]
#print axioms DipoleDipoleQuadrupole.ddqLoop_triangle
-- 'DipoleDipoleQuadrupole.ddqLoop_triangle' depends on axioms: [propext, Classical.choice, Quot.sound]
#print axioms DipoleDipoleQuadrupole.ddqLoop_equilateral
-- 'DipoleDipoleQuadrupole.ddqLoop_equilateral' depends on axioms: [propext, Classical.choice, Quot.sound]
```
